# The $l = 2$ addition theorem for real and complex solid harmonics

Q: Take two unit vectors in the $xy$ plane, $a = (\cos\alpha, \sin\alpha, 0)$ and $b = (\cos\beta, \sin\beta, 0)$. The values of the $xy$ and $x^2 - y^2$ functions depend on where in that plane I put the $x$ axis. Why should the sum of products not depend on it?

A: In that plane the $xz$ and $yz$ functions vanish, $(3z^2 - r^2)/2 = -\tfrac12$, $\sqrt3\,xy = \tfrac{\sqrt3}{2}\sin 2\alpha$ and $\tfrac{\sqrt3}{2}(x^2 - y^2) = \tfrac{\sqrt3}{2}\cos 2\alpha$. Call these five functions $C_m$. With $\gamma = \alpha - \beta$,
$$\sum_m C_m(a)C_m(b) = \tfrac14 + \tfrac34\left(\cos 2\alpha\cos 2\beta + \sin 2\alpha \sin 2\beta\right) = \tfrac14 + \tfrac34\cos 2\gamma = \frac{3\cos^2\gamma - 1}{2}.$$
The equal prefactors of the sine and cosine functions let them combine into $\cos 2\gamma$, and the ratio $\tfrac34 : \tfrac14$ turns the result into $P_2(\cos\gamma)$. The addition theorem and Unsöld's theorem under those names hold for every $l$; only $l = 2$ is proved here.

Q: And out of the plane, at arbitrary length?

A: Let $a = (x,y,z)$, $b = (x',y',z')$, and write $3z^2 - r^2 = 2z^2 - x^2 - y^2$. Four times the sum is
$$(2z^2 - x^2 - y^2)(2z'^2 - x'^2 - y'^2) + 12\,(xz\,x'z' + yz\,y'z' + xy\,x'y') + 3\,(x^2 - y^2)(x'^2 - y'^2),$$
and four times the claimed value $(3\langle a,b\rangle^2 - \|a\|^2\|b\|^2)/2$ is
$$6\,(xx' + yy' + zz')^2 - 2\,(x^2+y^2+z^2)(x'^2+y'^2+z'^2).$$
Compare coefficients. For $x^2x'^2$ and $y^2y'^2$ the first gives $1 + 3 = 4$, for $z^2z'^2$ it gives $4$, and the second gives $6 - 2 = 4$ each time. For $x^2y'^2$ and $y^2x'^2$ the first gives $1 - 3 = -2$, for $x^2z'^2$, $y^2z'^2$, $z^2x'^2$, $z^2y'^2$ it gives $-2$, and the second gives $-2$ each time. The three mixed monomials such as $xx'yy'$ carry $12$ on both sides. No other monomial occurs.

Q: I accept the algebra. My doubt is whether the objects in Lean are the physical ones. What is a point of space there?

A: An element of `Space`, which is $\mathbb R^3$ with the Euclidean norm and scalar product. The coordinates $x, y, z$ are `a 0`, `a 1`, `a 2`.

```lean
import Mathlib

open scoped InnerProductSpace
open ComplexConjugate
open Complex (I)

namespace QuadrupoleAdditionTheorem

noncomputable section

/-- Three-dimensional Euclidean space, with coordinates `x = a 0`, `y = a 1`, `z = a 2`. -/
abbrev Space := EuclideanSpace ℝ (Fin 3)
```

The five functions are written out one by one. In `dz2` the $r^2$ is the squared norm `‖a‖ ^ 2` of the space, so its coordinate form has to be proved.

```lean
/-- The real solid harmonic `(3 z² - r²) / 2`. -/
def dz2 (a : Space) : ℝ := (3 * a 2 ^ 2 - ‖a‖ ^ 2) / 2

/-- The real solid harmonic `√3 x z`. -/
def dxz (a : Space) : ℝ := Real.sqrt 3 * a 0 * a 2

/-- The real solid harmonic `√3 y z`. -/
def dyz (a : Space) : ℝ := Real.sqrt 3 * a 1 * a 2

/-- The real solid harmonic `√3 x y`. -/
def dxy (a : Space) : ℝ := Real.sqrt 3 * a 0 * a 1

/-- The real solid harmonic `(√3 / 2) (x² - y²)`. -/
def dx2y2 (a : Space) : ℝ := Real.sqrt 3 / 2 * (a 0 ^ 2 - a 1 ^ 2)
```

`realHarm` collects them over `Fin 5`. This index is a list position and carries no magnetic quantum number. The normalisation is Racah's, in which the $z^2$ function equals $1$ at the unit vector along $z$, and `realY` multiplies by $\sqrt{5/4\pi}$.

```lean
/-- The five real `l = 2` solid harmonics `C_m` in Racah normalisation, as one family. -/
def realHarm (m : Fin 5) (a : Space) : ℝ := ![dz2 a, dxz a, dyz a, dxy a, dx2y2 a] m

/-- The real `l = 2` harmonics `Y_m = √(5 / 4π) C_m`. -/
def realY (m : Fin 5) (a : Space) : ℝ := Real.sqrt (5 / (4 * Real.pi)) * realHarm m a
```

Q: These are five polynomials with a name attached. Where is it shown that they are spherical harmonics?

A: Nowhere. That they solve Laplace's equation, are eigenfunctions of $L^2$, and that the $Y_m$ are orthonormal on the sphere is familiar but is left unproved here; the factor $\sqrt{5/4\pi}$ enters by definition. The link to physics is that the formulas can be read and recognised. The same holds for the complex family, where the index $0,\dots,4$ stands for $m = -2,\dots,2$. With $u = x + iy$ the entries are $\sqrt{3/8}\,\bar u^2$, $\sqrt{3/2}\,z\bar u$, $(3z^2 - r^2)/2$, $-\sqrt{3/2}\,zu$, $\sqrt{3/8}\,u^2$. The minus sign at $m = +1$ is the Condon–Shortley phase.

```lean
/-- The five complex `l = 2` solid harmonics in Racah normalisation with the Condon-Shortley
phase, listed in the order `m = -2, -1, 0, 1, 2`. -/
def cplxHarm (m : Fin 5) (a : Space) : ℂ :=
  ![((Real.sqrt (3 / 8) : ℝ) : ℂ) * (((a 0 : ℝ) : ℂ) - I * ((a 1 : ℝ) : ℂ)) ^ 2,
    ((Real.sqrt (3 / 2) : ℝ) : ℂ) * ((a 2 : ℝ) : ℂ) * (((a 0 : ℝ) : ℂ) - I * ((a 1 : ℝ) : ℂ)),
    ((dz2 a : ℝ) : ℂ),
    -(((Real.sqrt (3 / 2) : ℝ) : ℂ) * ((a 2 : ℝ) : ℂ) *
      (((a 0 : ℝ) : ℂ) + I * ((a 1 : ℝ) : ℂ))),
    ((Real.sqrt (3 / 8) : ℝ) : ℂ) * (((a 0 : ℝ) : ℂ) + I * ((a 1 : ℝ) : ℂ)) ^ 2] m
```

`legendreP2` is the explicit polynomial $(3t^2-1)/2$, and `quadMoment` is $Q_m = \sum_k q_k C_m(r_k)$ for finitely many point charges of either sign, taken about the coordinate origin. Continuous charge densities are not covered.

```lean
/-- The Legendre polynomial `P₂(t) = (3 t² - 1) / 2`. -/
def legendreP2 (t : ℝ) : ℝ := (3 * t ^ 2 - 1) / 2

/-- The spherical quadrupole moments `Q_m = ∑ₖ qₖ C_m(rₖ)` of point charges `qₖ` at `rₖ`. -/
def quadMoment {ι : Type*} [Fintype ι] (q : ι → ℝ) (r : ι → Space) (m : Fin 5) : ℝ :=
  ∑ k, q k * realHarm m (r k)
```

Q: How does the proof follow your comparison of coefficients?

A: Two lemmas supply the coordinates: $\langle a,b\rangle = xx' + yy' + zz'$, and, through $\|a\|^2 = \langle a,a\rangle$, $\|a\|^2 = x^2+y^2+z^2$.

```lean
/-- The scalar product of two vectors in Cartesian coordinates. -/
theorem inner_eq_coords (a b : Space) :
    ⟪a, b⟫_ℝ = a 0 * b 0 + a 1 * b 1 + a 2 * b 2 := by
  simp [PiLp.inner_apply, Fin.sum_univ_three, mul_comm]

/-- The squared length of a vector is `x² + y² + z²`. -/
theorem norm_sq_eq_coords (a : Space) : ‖a‖ ^ 2 = a 0 ^ 2 + a 1 ^ 2 + a 2 ^ 2 := by
  rw [← real_inner_self_eq_norm_sq, inner_eq_coords]
  ring
```

`addition_theorem` has no hypothesis: for all vectors `a` and `b`, zero included, the sum equals $(3\langle a,b\rangle^2 - \|a\|^2\|b\|^2)/2$. The first `simp only` expands the five terms and the second passes to coordinates. Then `linear_combination` checks that left minus right equals a polynomial times $(\sqrt3)^2 - 3$, which vanishes by `h3`. That polynomial is the sum of the last four products with $(\sqrt3)^2$ stripped off, and the check is the comparison of monomials above.

```lean
/-- The `l = 2` addition theorem for real solid harmonics:
`∑ₘ C_m(a) C_m(b) = (3 ⟨a, b⟩² - ‖a‖² ‖b‖²) / 2` for all vectors `a`, `b`. -/
theorem addition_theorem (a b : Space) :
    ∑ m, realHarm m a * realHarm m b = (3 * ⟪a, b⟫_ℝ ^ 2 - ‖a‖ ^ 2 * ‖b‖ ^ 2) / 2 := by
  have h3 : Real.sqrt 3 ^ 2 = 3 := Real.sq_sqrt (by norm_num)
  simp only [Fin.sum_univ_five, realHarm, Matrix.cons_val_zero, Matrix.cons_val_one,
    Matrix.cons_val]
  simp only [dz2, dxz, dyz, dxy, dx2y2, inner_eq_coords, norm_sq_eq_coords]
  -- a polynomial identity once `(√3)² = 3` is used in the last four products
  linear_combination (a 0 * a 2 * b 0 * b 2 + a 1 * a 2 * b 1 * b 2 + a 0 * a 1 * b 0 * b 1
    + (a 0 ^ 2 - a 1 ^ 2) * (b 0 ^ 2 - b 1 ^ 2) / 4) * h3
```

Q: The form I know has an angle and a Legendre polynomial in it.

A: For $\|a\| = \|b\| = 1$ the relation $\cos\gamma\,\|a\|\|b\| = \langle a,b\rangle$ becomes `hcos`, $\cos\gamma = \langle a,b\rangle$, and the right side becomes $(3\cos^2\gamma - 1)/2$. Here `InnerProductGeometry.angle a b` is the unoriented angle in $[0,\pi]$. The hypotheses `ha` and `hb` are needed: for $a = 2e_z$, $b = e_z$ the sum is $4$ while $P_2(\cos 0) = 1$.

```lean
/-- For unit vectors the sum `∑ₘ C_m(a) C_m(b)` equals `P₂(cos γ)`, with `γ` the angle
between `a` and `b`. -/
theorem addition_theorem_legendre (a b : Space) (ha : ‖a‖ = 1) (hb : ‖b‖ = 1) :
    ∑ m, realHarm m a * realHarm m b
      = legendreP2 (Real.cos (InnerProductGeometry.angle a b)) := by
  -- on the unit sphere the scalar product is the cosine of the angle
  have hcos : Real.cos (InnerProductGeometry.angle a b) = ⟪a, b⟫_ℝ := by
    have h := InnerProductGeometry.cos_angle_mul_norm_mul_norm a b
    rw [ha, hb] at h
    linarith
  rw [addition_theorem a b, ha, hb, hcos]
  unfold legendreP2
  ring
```

Each product $Y_m(a)Y_m(b)$ is $(\sqrt{5/4\pi})^2\,C_m(a)C_m(b)$. The proof applies `hc` term by term and obtains $\sum_m Y_m(a)Y_m(b) = \frac{5}{4\pi}P_2(\cos\gamma)$.

```lean
/-- The `l = 2` addition theorem on the unit sphere:
`∑ₘ Y_m(a) Y_m(b) = (5 / 4π) P₂(cos γ)`, with `γ` the angle between `a` and `b`. -/
theorem addition_theorem_sphere (a b : Space) (ha : ‖a‖ = 1) (hb : ‖b‖ = 1) :
    ∑ m, realY m a * realY m b
      = 5 / (4 * Real.pi) * legendreP2 (Real.cos (InnerProductGeometry.angle a b)) := by
  have hc : Real.sqrt (5 / (4 * Real.pi)) ^ 2 = 5 / (4 * Real.pi) :=
    Real.sq_sqrt (by positivity)
  rw [← addition_theorem_legendre a b ha hb, Finset.mul_sum]
  refine Finset.sum_congr rfl fun m _ => ?_
  unfold realY
  linear_combination (realHarm m a * realHarm m b) * hc
```

Q: What does this say about atoms?

A: Set $b = a$. Then $\langle a,a\rangle^2 = \|a\|^4$, so $\sum_m C_m(a)^2 = (3 - 1)\|a\|^4/2 = \|a\|^4$ and $\sum_m Y_m(a)^2 = \frac{5}{4\pi}\|a\|^4$. The two steps of the `calc` in `unsoeld` are the extraction of the constant and this diagonal evaluation. In a central-field model where five equally occupied $d$ orbitals share one radial factor, this makes their summed density independent of direction; the radial factor and the occupations do not appear in the statement.

```lean
/-- Unsöld's theorem for `l = 2`, for a vector of any length:
`∑ₘ Y_m(a)² = (5 / 4π) ‖a‖⁴`. -/
theorem unsoeld (a : Space) : ∑ m, realY m a ^ 2 = 5 / (4 * Real.pi) * ‖a‖ ^ 4 := by
  have hc : Real.sqrt (5 / (4 * Real.pi)) ^ 2 = 5 / (4 * Real.pi) :=
    Real.sq_sqrt (by positivity)
  calc ∑ m, realY m a ^ 2 = 5 / (4 * Real.pi) * ∑ m, realHarm m a * realHarm m a := by
        rw [Finset.mul_sum]
        refine Finset.sum_congr rfl fun m _ => ?_
        unfold realY
        linear_combination (realHarm m a * realHarm m a) * hc
    _ = 5 / (4 * Real.pi) * ‖a‖ ^ 4 := by
        -- the addition theorem on the diagonal
        rw [addition_theorem a a, real_inner_self_eq_norm_sq]
        ring
```

Q: Independence of the axes was my first question. Is it stated, or only suggested by the formula?

A: It is stated for the sum. `R : Space ≃ₗᵢ[ℝ] Space` is a linear isometry, so a rotation, a reflection or a product of these, and never a translation. Since $\langle Ra,Rb\rangle = \langle a,b\rangle$ and $\|Ra\| = \|a\|$, the right side is unchanged, and the proof consists of these rewrites. The same `R` must act on both vectors: the sum is $1$ for the pair $(e_z, e_z)$ and $-\tfrac12$ for $(e_x, e_z)$. The theorem says nothing about how a single $C_m$ transforms.

```lean
/-- The sum `∑ₘ C_m(a) C_m(b)` is unchanged when the same linear isometry of space
acts on both vectors. -/
theorem addition_sum_isometry (R : Space ≃ₗᵢ[ℝ] Space) (a b : Space) :
    ∑ m, realHarm m (R a) * realHarm m (R b) = ∑ m, realHarm m a * realHarm m b := by
  rw [addition_theorem (R a) (R b), addition_theorem a b, R.inner_map_map a b,
    R.norm_map a, R.norm_map b]
```

Q: How large can the sum be, and when is it zero?

A: From $0 \le \langle a,b\rangle^2 \le \|a\|^2\|b\|^2$, which are `hpos` and the squared Cauchy–Schwarz inequality `hcs`, the right side lies between $-\|a\|^2\|b\|^2/2$ and $(3-1)\|a\|^2\|b\|^2/2 = \|a\|^2\|b\|^2$. Both bounds are linear in these two facts, which is what `linarith` uses.

```lean
/-- The sum `∑ₘ C_m(a) C_m(b)` lies between `-‖a‖² ‖b‖² / 2` and `‖a‖² ‖b‖²`. -/
theorem addition_sum_bounds (a b : Space) :
    -(‖a‖ ^ 2 * ‖b‖ ^ 2) / 2 ≤ ∑ m, realHarm m a * realHarm m b ∧
      ∑ m, realHarm m a * realHarm m b ≤ ‖a‖ ^ 2 * ‖b‖ ^ 2 := by
  -- Cauchy-Schwarz for the upper bound, positivity of a square for the lower one
  have habs := abs_le.mp (abs_real_inner_le_norm a b)
  have hcs : ⟪a, b⟫_ℝ ^ 2 ≤ (‖a‖ * ‖b‖) ^ 2 := sq_le_sq' habs.1 habs.2
  rw [mul_pow] at hcs
  have hpos : 0 ≤ ⟪a, b⟫_ℝ ^ 2 := sq_nonneg _
  rw [addition_theorem a b]
  constructor <;> linarith
```

For unit vectors $(3\cos^2\gamma - 1)/2 = 0$ exactly when $\cos^2\gamma = 1/3$, the magic-angle condition. Some restriction on length is needed: at $a = 0$ the sum vanishes, while Mathlib assigns the angle $\pi/2$, whose squared cosine is $0$.

```lean
/-- For unit vectors the sum `∑ₘ C_m(a) C_m(b)` vanishes exactly when the angle `γ` between
them satisfies the magic-angle condition `cos² γ = 1 / 3`. -/
theorem addition_sum_eq_zero_iff (a b : Space) (ha : ‖a‖ = 1) (hb : ‖b‖ = 1) :
    ∑ m, realHarm m a * realHarm m b = 0 ↔
      Real.cos (InnerProductGeometry.angle a b) ^ 2 = 1 / 3 := by
  rw [addition_theorem_legendre a b ha hb]
  unfold legendreP2
  constructor <;> intro h <;> linarith
```

Q: The eigenfunctions of $L_z$ with $m \neq 0$ are complex. A real identity could hide a conjugation error.

A: The complex statement puts `conj` on the factor at `b` and gives the same real number, cast to $\mathbb C$. With $u = x+iy$, $u' = x'+iy'$, the $m = \pm1$ terms add to
$$\tfrac32 zz'(\bar u u' + u\bar u') = 3zz'(xx' + yy'),$$
which is the sum of the real $xz$ and $yz$ products. The $m = \pm2$ terms add to $\tfrac38(\bar u^2u'^2 + u^2\bar u'^2) = \tfrac34\,\mathrm{Re}\,(u\bar u')^2$. Since $u\bar u' = (xx'+yy') + i(yx' - xy')$, this is
$$\tfrac34\left[(xx'+yy')^2 - (yx'-xy')^2\right] = \tfrac34(x^2-y^2)(x'^2-y'^2) + 3xy\,x'y',$$
the remaining two real products. The $m=0$ term is common to both families. Lean does not pass through the real theorem. It distributes the conjugation, names the six coordinates, and closes one polynomial identity in which `hs` removes the root in the $m=\pm1$ pair, `ht` the root in the $m = \pm2$ pair, and `hI` sets $i^2 = -1$. The Condon–Shortley sign occurs twice in its product and cancels, so this theorem does not test the phase convention.

```lean
/-- The `l = 2` addition theorem for the complex solid harmonics:
`∑ₘ C_m(a) conj(C_m(b)) = (3 ⟨a, b⟩² - ‖a‖² ‖b‖²) / 2`. -/
theorem addition_theorem_complex (a b : Space) :
    ∑ m, cplxHarm m a * conj (cplxHarm m b)
      = (((3 * ⟪a, b⟫_ℝ ^ 2 - ‖a‖ ^ 2 * ‖b‖ ^ 2) / 2 : ℝ) : ℂ) := by
  have hs : ((Real.sqrt (3 / 2) : ℝ) : ℂ) ^ 2 = 3 / 2 := by
    rw [← Complex.ofReal_pow, Real.sq_sqrt (by norm_num)]
    norm_num
  have ht : ((Real.sqrt (3 / 8) : ℝ) : ℂ) ^ 2 = 3 / 8 := by
    rw [← Complex.ofReal_pow, Real.sq_sqrt (by norm_num)]
    norm_num
  have hI : I ^ 2 = -1 := Complex.I_sq
  simp only [Fin.sum_univ_five, cplxHarm, Matrix.cons_val_zero, Matrix.cons_val_one,
    Matrix.cons_val]
  -- conjugation exchanges `x + i y` and `x - i y`
  simp only [map_mul, map_add, map_sub, map_neg, map_pow, Complex.conj_ofReal, Complex.conj_I]
  simp only [dz2, inner_eq_coords, norm_sq_eq_coords]
  push_cast
  generalize ((a 0 : ℝ) : ℂ) = x
  generalize ((a 1 : ℝ) : ℂ) = y
  generalize ((a 2 : ℝ) : ℂ) = z
  generalize ((b 0 : ℝ) : ℂ) = x'
  generalize ((b 1 : ℝ) : ℂ) = y'
  generalize ((b 2 : ℝ) : ℂ) = z'
  -- the imaginary parts of the `m` and `-m` terms cancel
  linear_combination (2 * z * z' * (x * x' - I ^ 2 * (y * y'))) * hs
    + (2 * (x * x' - I ^ 2 * (y * y')) ^ 2 + 2 * I ^ 2 * (y * x' - x * y') ^ 2) * ht
    + (-3 * z * z' * (y * y')
      + 3 / 4 * (-(y * y') * (2 * x * x' + y * y' - I ^ 2 * (y * y'))
        + (y * x' - x * y') ^ 2)) * hI
```

Q: And the charges? I want to know whether an electrostatic energy has been derived.

A: It has not. Write $K(a,b) = (3\langle a,b\rangle^2 - \|a\|^2\|b\|^2)/2$. Exchanging finite sums gives
$$\sum_m Q_m C_m(b) = \sum_k q_k \sum_m C_m(r_k)C_m(b) = \sum_k q_k K(r_k,b).$$
In the proof `Finset.sum_comm` is the exchange, and `addition_theorem (r k) b` is applied charge by charge. Divided by $\|b\|^5$, this is the $l=2$ term in the multipole expansion of $\sum_k q_k/\|b - r_k\|$ for point charges seen from a point farther from the origin than all of them, one of the places where spherical quadrupole moments enter electrostatic models of molecules; that expansion and its convergence are taken from ordinary electrostatics and appear in no theorem here.

```lean
/-- Contracting the quadrupole moments with the harmonics of a field point `b` gives
`∑ₖ qₖ (3 ⟨rₖ, b⟩² - ‖rₖ‖² ‖b‖²) / 2`. -/
theorem quadMoment_contract_point {ι : Type*} [Fintype ι] (q : ι → ℝ) (r : ι → Space)
    (b : Space) :
    ∑ m, quadMoment q r m * realHarm m b
      = ∑ k, q k * ((3 * ⟪r k, b⟫_ℝ ^ 2 - ‖r k‖ ^ 2 * ‖b‖ ^ 2) / 2) := by
  simp only [quadMoment, Finset.sum_mul]
  -- sum over `m` first, charge by charge
  rw [Finset.sum_comm]
  refine Finset.sum_congr rfl fun k _ => ?_
  rw [← addition_theorem (r k) b, Finset.mul_sum]
  refine Finset.sum_congr rfl fun m _ => ?_
  ring
```

For two sets of charges the three `calc` steps expand the product $Q_mQ'_m$ into a double sum, move the sum over $m$ inside, and apply the addition theorem to each pair:
$$\sum_m Q_mQ'_m = \sum_k\sum_l q_kq'_l\,K(r_k,r'_l).$$

Q: Is that the quadrupole–quadrupole interaction?

A: No. That energy depends on the vector separating the two centres, and no such vector occurs here. The left side is the scalar product of two five-component moment vectors, and the right side expresses it through the charges, the lengths $\|r_k\|$, $\|r'_l\|$ and the products $\langle r_k, r'_l\rangle$ alone.

```lean
/-- The contraction `∑ₘ Q_m Q'_m` of the quadrupole moments of two sets of point charges is
the pair sum `∑ₖ ∑ₗ qₖ q'ₗ (3 ⟨rₖ, r'ₗ⟩² - ‖rₖ‖² ‖r'ₗ‖²) / 2`. -/
theorem quadMoment_contract_pair {ι κ : Type*} [Fintype ι] [Fintype κ]
    (q : ι → ℝ) (r : ι → Space) (q' : κ → ℝ) (r' : κ → Space) :
    ∑ m, quadMoment q r m * quadMoment q' r' m
      = ∑ k, ∑ l, q k * q' l *
          ((3 * ⟪r k, r' l⟫_ℝ ^ 2 - ‖r k‖ ^ 2 * ‖r' l‖ ^ 2) / 2) := by
  calc ∑ m, quadMoment q r m * quadMoment q' r' m
      = ∑ m, ∑ k, ∑ l, q k * q' l * (realHarm m (r k) * realHarm m (r' l)) := by
        refine Finset.sum_congr rfl fun m _ => ?_
        unfold quadMoment
        rw [Finset.sum_mul_sum]
        refine Finset.sum_congr rfl fun k _ => Finset.sum_congr rfl fun l _ => ?_
        ring
    _ = ∑ k, ∑ l, ∑ m, q k * q' l * (realHarm m (r k) * realHarm m (r' l)) := by
        -- move the sum over `m` inside
        rw [Finset.sum_comm]
        exact Finset.sum_congr rfl fun k _ => Finset.sum_comm
    _ = _ := by
        refine Finset.sum_congr rfl fun k _ => Finset.sum_congr rfl fun l _ => ?_
        rw [← Finset.mul_sum, addition_theorem (r k) (r' l)]

end

end QuadrupoleAdditionTheorem
```

```lean
#print axioms QuadrupoleAdditionTheorem.addition_theorem_sphere
#print axioms QuadrupoleAdditionTheorem.addition_theorem_complex
#print axioms QuadrupoleAdditionTheorem.quadMoment_contract_point
#print axioms QuadrupoleAdditionTheorem.quadMoment_contract_pair
```

```
'QuadrupoleAdditionTheorem.addition_theorem_sphere' depends on axioms: [propext, Classical.choice, Quot.sound]
'QuadrupoleAdditionTheorem.addition_theorem_complex' depends on axioms: [propext, Classical.choice, Quot.sound]
'QuadrupoleAdditionTheorem.quadMoment_contract_point' depends on axioms: [propext, Classical.choice, Quot.sound]
'QuadrupoleAdditionTheorem.quadMoment_contract_pair' depends on axioms: [propext, Classical.choice, Quot.sound]
```
